# With equal site energies and no diagonal coupling, a rectangle of four molecules with couplings 1 and −1 along its two kinds of sides has exciton states above and below the uniform state

The failing theorem, `mixed_signs_bright_state_inside`, concerns a real 4 × 4 exciton matrix with zero site energies, couplings 1 and −1 along the two kinds of sides of a rectangle, and no coupling across the diagonals. It states that the matrix is symmetric with all row sums zero, that the uniform state, with amplitude 1/2 on each molecule, is an eigenstate at energy 0, and that two other given vectors are eigenstates at energies 2 and −2. Being an eigenstate here includes being normalised. The proof takes the uniform state from the earlier lemma on equal row sums, and checks the other two by computing their norms and each component of the eigenvalue equation.

Lean 4 with Mathlib refuses this proof:

```lean
import Mathlib

open Matrix

namespace MixedSignsBrightStateInside

noncomputable section

variable {n : Type*} [Fintype n]

/-- A real amplitude vector `v` is an eigenstate of the exciton matrix `H` with energy `E`
if it is normalised and satisfies `H v = E v`. -/
def IsEigenstate (H : Matrix n n ℝ) (E : ℝ) (v : n → ℝ) : Prop :=
  v ⬝ᵥ v = 1 ∧ H *ᵥ v = E • v

/-- The strength of a state of molecules with parallel unit transition dipoles:
the square of the sum of its amplitudes. -/
def strength (v : n → ℝ) : ℝ := (∑ i, v i) ^ 2

/-- The uniform state of a nonempty aggregate of `N` molecules, with amplitude `1/√N`
on each of them. -/
def uniformState (n : Type*) [Fintype n] : n → ℝ :=
  fun _ => 1 / √(Fintype.card n : ℝ)

/-- The strength of any state is `N` times its squared overlap with the uniform state. -/
theorem strength_eq_overlap [Nonempty n] (v : n → ℝ) :
    strength v = Fintype.card n * (uniformState n ⬝ᵥ v) ^ 2 := by
  have hN : (0 : ℝ) < Fintype.card n := by exact_mod_cast Fintype.card_pos
  have h : uniformState n ⬝ᵥ v = 1 / √(Fintype.card n : ℝ) * ∑ i, v i := by
    simp only [dotProduct, uniformState, Finset.mul_sum]
  rw [h, strength, mul_pow, div_pow, Real.sq_sqrt hN.le]
  field_simp

/-- If all row sums of the exciton matrix equal `c`, the uniform state is an eigenstate
with energy `c`, and its strength is the number of molecules. -/
theorem uniformState_bright [Nonempty n] {H : Matrix n n ℝ} {c : ℝ}
    (hc : ∀ i, ∑ j, H i j = c) :
    IsEigenstate H c (uniformState n) ∧ strength (uniformState n) = Fintype.card n := by
  have hN : (0 : ℝ) < Fintype.card n := by exact_mod_cast Fintype.card_pos
  have hu : uniformState n ⬝ᵥ uniformState n = 1 := by
    simp only [dotProduct, uniformState, Finset.sum_const, Finset.card_univ, nsmul_eq_mul]
    rw [div_mul_div_comm, Real.mul_self_sqrt hN.le, one_mul]
    exact mul_one_div_cancel hN.ne'
  refine ⟨⟨hu, ?_⟩, ?_⟩
  · ext i
    simp only [mulVec, dotProduct, uniformState, Pi.smul_apply, smul_eq_mul,
      ← Finset.sum_mul, hc]
  · rw [strength_eq_overlap, hu, one_pow, mul_one]

/-- Four molecules with couplings `1` and `-1` along the two kinds of sides of a rectangle. -/
def mixedRectangle : Matrix (Fin 4) (Fin 4) ℝ :=
  !![0, 1, -1, 0; 1, 0, 0, -1; -1, 0, 0, 1; 0, -1, 1, 0]

/-- The rectangle with couplings of both signs is symmetric with all row sums zero, and has
eigenstates at the energies `2` and `-2`, above and below its uniform state. -/
theorem mixed_signs_bright_state_inside :
    mixedRectangle.IsSymm ∧ (∀ i, ∑ j, mixedRectangle i j = 0) ∧
      IsEigenstate mixedRectangle 0 (uniformState (Fin 4)) ∧
      IsEigenstate mixedRectangle 2 ![1 / 2, 1 / 2, -1 / 2, -1 / 2] ∧
      IsEigenstate mixedRectangle (-2) ![1 / 2, -1 / 2, 1 / 2, -1 / 2] := by
  have hrow : ∀ i, ∑ j, mixedRectangle i j = 0 := by
    intro i
    fin_cases i <;> simp [mixedRectangle, Fin.sum_univ_four]
  refine ⟨?_, hrow, (uniformState_bright hrow).1, ⟨?_, ?_⟩, ⟨?_, ?_⟩⟩
  · ext i j
    fin_cases i <;> fin_cases j <;> simp [mixedRectangle]
  · norm_num [dotProduct, Fin.sum_univ_four]
  · ext i
    fin_cases i <;> norm_num [mixedRectangle, mulVec, dotProduct, Fin.sum_univ_four]
  · norm_num [dotProduct, Fin.sum_univ_four]
  · ext i
    fin_cases i <;> norm_num [mixedRectangle, mulVec, dotProduct, Fin.sum_univ_four]

end

end MixedSignsBrightStateInside
```

Compiling this gives:

```
Main.lean:67:2: error: unsolved goals
case refine_2
hrow : ∀ (i : Fin 4), ∑ j, mixedRectangle i j = 0
⊢ 1 / 2 + ![1 / 2, 1 / 2, -(1 / 2), -(1 / 2)] 2 * ![1 / 2, 1 / 2, -(1 / 2), -(1 / 2)] 2 +
      ![1 / 2, 1 / 2, -(1 / 2), -(1 / 2)] 3 * ![1 / 2, 1 / 2, -(1 / 2), -(1 / 2)] 3 =
    1
Main.lean:68:2: error: unsolved goals
case refine_3.«0»
hrow : ∀ (i : Fin 4), ∑ j, mixedRectangle i j = 0
⊢ 1 / 2 + ![0, 1, -1, 0] 2 * ![1 / 2, 1 / 2, -(1 / 2), -(1 / 2)] 2 +
      ![0, 1, -1, 0] 3 * ![1 / 2, 1 / 2, -(1 / 2), -(1 / 2)] 3 =
    1

case refine_3.«1»
hrow : ∀ (i : Fin 4), ∑ j, mixedRectangle i j = 0
⊢ 1 / 2 + ![1, 0, 0, -1] 2 * ![1 / 2, 1 / 2, -(1 / 2), -(1 / 2)] 2 +
      ![1, 0, 0, -1] 3 * ![1 / 2, 1 / 2, -(1 / 2), -(1 / 2)] 3 =
    1

case refine_3.«2»
hrow : ∀ (i : Fin 4), ∑ j, mixedRectangle i j = 0
⊢ -(1 / 2) + ![-1, 0, 0, 1] 2 * ![1 / 2, 1 / 2, -(1 / 2), -(1 / 2)] 2 +
      ![-1, 0, 0, 1] 3 * ![1 / 2, 1 / 2, -(1 / 2), -(1 / 2)] 3 =
    -1

case refine_3.«3»
hrow : ∀ (i : Fin 4), ∑ j, mixedRectangle i j = 0
⊢ -(1 / 2) + ![0, -1, 1, 0] 2 * ![1 / 2, 1 / 2, -(1 / 2), -(1 / 2)] 2 +
      ![0, -1, 1, 0] 3 * ![1 / 2, 1 / 2, -(1 / 2), -(1 / 2)] 3 =
    -1
Main.lean:70:2: error: unsolved goals
case refine_4
hrow : ∀ (i : Fin 4), ∑ j, mixedRectangle i j = 0
⊢ 1 / 2 + ![1 / 2, -(1 / 2), 1 / 2, -(1 / 2)] 2 * ![1 / 2, -(1 / 2), 1 / 2, -(1 / 2)] 2 +
      ![1 / 2, -(1 / 2), 1 / 2, -(1 / 2)] 3 * ![1 / 2, -(1 / 2), 1 / 2, -(1 / 2)] 3 =
    1
Main.lean:71:2: error: unsolved goals
case refine_5.«0»
hrow : ∀ (i : Fin 4), ∑ j, mixedRectangle i j = 0
⊢ -(1 / 2) + ![0, 1, -1, 0] 2 * ![1 / 2, -(1 / 2), 1 / 2, -(1 / 2)] 2 +
      ![0, 1, -1, 0] 3 * ![1 / 2, -(1 / 2), 1 / 2, -(1 / 2)] 3 =
    -1

case refine_5.«1»
hrow : ∀ (i : Fin 4), ∑ j, mixedRectangle i j = 0
⊢ 1 / 2 + ![1, 0, 0, -1] 2 * ![1 / 2, -(1 / 2), 1 / 2, -(1 / 2)] 2 +
      ![1, 0, 0, -1] 3 * ![1 / 2, -(1 / 2), 1 / 2, -(1 / 2)] 3 =
    1

case refine_5.«2»
hrow : ∀ (i : Fin 4), ∑ j, mixedRectangle i j = 0
⊢ -(1 / 2) + ![-1, 0, 0, 1] 2 * ![1 / 2, -(1 / 2), 1 / 2, -(1 / 2)] 2 +
      ![-1, 0, 0, 1] 3 * ![1 / 2, -(1 / 2), 1 / 2, -(1 / 2)] 3 =
    -1

case refine_5.«3»
hrow : ∀ (i : Fin 4), ∑ j, mixedRectangle i j = 0
⊢ 1 / 2 + ![0, -1, 1, 0] 2 * ![1 / 2, -(1 / 2), 1 / 2, -(1 / 2)] 2 +
      ![0, -1, 1, 0] 3 * ![1 / 2, -(1 / 2), 1 / 2, -(1 / 2)] 3 =
    1
```

Diagnosis. All four errors are of one kind: `norm_num` stops at a true equation that it has not finished computing. In each remaining goal the terms from entries 0 and 1 have been evaluated and added up, but entries 2 and 3 still stand as lookups, such as `![0, 1, -1, 0] 2`. Until these are replaced by numbers, the arithmetic cannot be completed.

What matters is how the index is written. `Fin.sum_univ_four` writes the terms of a sum with the numerals 0, 1, 2 and 3. The lemmas that `norm_num` uses here can read an explicit vector at the numerals 0 and 1, but not at 2 or 3. Those are handled by a simplification procedure (a simproc), which `simp` runs by default and `norm_num` does not. The row index from `fin_cases` comes in another form, a number together with a proof of its bound, which ordinary lemmas can handle. That is why even the last two cases show the correct matrix row and a computed right-hand side.

The repair therefore calls `simp` first, with the same definitions and sum lemma, to turn every lookup into a number, and then `norm_num` for the arithmetic that is left. In the two eigenvalue equations, `<;> norm_num` does this for whatever goals `simp` leaves in the four cases. The statement and the two vectors are unchanged.

After these edits no error is left:

```diff
@@ -65,10 +65,12 @@
   · ext i j
     fin_cases i <;> fin_cases j <;> simp [mixedRectangle]
-  · norm_num [dotProduct, Fin.sum_univ_four]
+  · simp [dotProduct, Fin.sum_univ_four]
+    norm_num
   · ext i
-    fin_cases i <;> norm_num [mixedRectangle, mulVec, dotProduct, Fin.sum_univ_four]
-  · norm_num [dotProduct, Fin.sum_univ_four]
+    fin_cases i <;> simp [mixedRectangle, mulVec, dotProduct, Fin.sum_univ_four] <;> norm_num
+  · simp [dotProduct, Fin.sum_univ_four]
+    norm_num
   · ext i
-    fin_cases i <;> norm_num [mixedRectangle, mulVec, dotProduct, Fin.sum_univ_four]
+    fin_cases i <;> simp [mixedRectangle, mulVec, dotProduct, Fin.sum_univ_four] <;> norm_num
 
 end
```
